# Eigenvectors of a spin-free two-electron Hamiltonian separate into singlet and triplet parts

Put one spin-up and one spin-down electron into a finite set of orbitals, with a Hamiltonian that does not act on spin: the amplitudes \(C_{pq}\) for the up electron in orbital \(p\) and the down electron in orbital \(q\) form a matrix with no symmetry of its own, so an eigenvector may mix singlet and triplet when its energy is degenerate. Since such a Hamiltonian treats the up and the down electron alike, the symmetric and antisymmetric combinations of an eigenvector \(C\) each solve the eigenvalue equation at the same energy.

```lean
import Mathlib

open Matrix

namespace SingletTripletSeparation

noncomputable section

variable {n : Type*}

/-- The exchange-symmetric (singlet) combination of a two-electron spatial amplitude. -/
def singletPart (C : Matrix n n ℂ) : Matrix n n ℂ := C + Cᵀ

/-- The exchange-antisymmetric (triplet) combination of a two-electron spatial amplitude. -/
def tripletPart (C : Matrix n n ℂ) : Matrix n n ℂ := C - Cᵀ

/-- The trace inner product of two amplitude matrices. -/
def overlap [Fintype n] (A B : Matrix n n ℂ) : ℂ := trace (Aᴴ * B)

/-- The two-body interaction with coefficients `g` acting on an amplitude matrix. -/
def interaction [Fintype n] (g : n → n → n → n → ℂ) (C : Matrix n n ℂ) : Matrix n n ℂ :=
  Matrix.of fun p q => ∑ r, ∑ s, g p q r s * C r s

/-- The spin-free two-electron Hamiltonian: the one-body operator `h` acts on each electron,
and `g` couples the two. -/
def hamiltonian [Fintype n] (h : Matrix n n ℂ) (g : n → n → n → n → ℂ) :
    Matrix n n ℂ →ₗ[ℂ] Matrix n n ℂ where
  toFun C := h * C + C * hᵀ + interaction g C
  map_add' A B := by
    have hI : interaction g (A + B) = interaction g A + interaction g B := by
      ext p q
      simp [interaction, mul_add, Finset.sum_add_distrib]
    rw [hI, Matrix.mul_add, Matrix.add_mul]
    abel
  map_smul' c A := by
    have hI : interaction g (c • A) = c • interaction g A := by
      ext p q
      simp [interaction, Finset.mul_sum, mul_left_comm]
    rw [hI, Matrix.mul_smul, Matrix.smul_mul, RingHom.id_apply, smul_add, smul_add]

/-- If the interaction is unchanged when the two electrons are relabelled, the two-electron
Hamiltonian commutes with transposition of the amplitude matrix. -/
theorem hamiltonian_transpose [Fintype n] (h : Matrix n n ℂ) (g : n → n → n → n → ℂ)
    (hg : ∀ p q r s, g p q r s = g q p s r) (C : Matrix n n ℂ) :
    hamiltonian h g Cᵀ = (hamiltonian h g C)ᵀ := by
  -- relabel the summed orbitals in the two-body term
  have hI : interaction g Cᵀ = (interaction g C)ᵀ := by
    ext p q
    simp only [interaction, Matrix.of_apply, Matrix.transpose_apply]
    rw [Finset.sum_comm]
    refine Finset.sum_congr rfl fun x _ => Finset.sum_congr rfl fun y _ => ?_
    rw [hg p q y x]
  change h * Cᵀ + Cᵀ * hᵀ + interaction g Cᵀ = (h * C + C * hᵀ + interaction g C)ᵀ
  rw [hI, transpose_add, transpose_add, transpose_mul, transpose_mul, transpose_transpose]
  abel

/-- Symmetric and antisymmetric two-electron amplitudes are orthogonal. -/
theorem overlap_symm_antisymm [Fintype n] {S A : Matrix n n ℂ} (hS : Sᵀ = S) (hA : Aᵀ = -A) :
    overlap S A = 0 := by
  have hS' : (Sᴴ)ᵀ = Sᴴ := by
    ext i j
    exact congrArg star (congrFun (congrFun hS j) i)
  -- transposition inside the trace reverses the sign
  have key : trace (Sᴴ * A) = -trace (Sᴴ * A) := by
    calc trace (Sᴴ * A) = trace ((Sᴴ * A)ᵀ) := (trace_transpose _).symm
      _ = trace (-A * Sᴴ) := by rw [transpose_mul, hS', hA]
      _ = -trace (Sᴴ * A) := by rw [Matrix.neg_mul, trace_neg, trace_mul_comm]
  unfold overlap
  linear_combination (1 / 2 : ℂ) * key

/-- An exchange-symmetric Hamiltonian maps an antisymmetric amplitude to one that is orthogonal to
every symmetric amplitude. -/
theorem no_singlet_triplet_coupling [Fintype n] (L : Matrix n n ℂ →ₗ[ℂ] Matrix n n ℂ)
    (hL : ∀ C, L Cᵀ = (L C)ᵀ) {S A : Matrix n n ℂ} (hS : Sᵀ = S) (hA : Aᵀ = -A) :
    overlap S (L A) = 0 := by
  apply overlap_symm_antisymm hS
  rw [← hL, hA, map_neg]

/-- Singlet-triplet separation: for an exchange-symmetric Hamiltonian, an amplitude solves the
two-electron eigenvalue equation exactly when its singlet and triplet combinations both do, and
these combinations are orthogonal. -/
theorem singlet_triplet_separation [Fintype n] (L : Matrix n n ℂ →ₗ[ℂ] Matrix n n ℂ)
    (hL : ∀ C, L Cᵀ = (L C)ᵀ) (E : ℂ) (C : Matrix n n ℂ) :
    (L C = E • C ↔
      L (singletPart C) = E • singletPart C ∧ L (tripletPart C) = E • tripletPart C) ∧
    overlap (singletPart C) (tripletPart C) = 0 := by
  refine ⟨⟨fun h => ?_, fun ⟨h1, h2⟩ => ?_⟩, ?_⟩
  · -- the exchanged amplitude solves the same equation
    have hT : L Cᵀ = E • Cᵀ := by rw [hL, h, transpose_smul]
    constructor
    · rw [singletPart, map_add, h, hT, smul_add]
    · rw [tripletPart, map_sub, h, hT, smul_sub]
  · -- the amplitude is half the sum of its two combinations
    have hC : C = (1 / 2 : ℂ) • (singletPart C + tripletPart C) := by
      unfold singletPart tripletPart
      module
    calc L C = L ((1 / 2 : ℂ) • (singletPart C + tripletPart C)) := congrArg L hC
      _ = (1 / 2 : ℂ) • (E • singletPart C + E • tripletPart C) := by
        rw [map_smul, map_add, h1, h2]
      _ = E • C := by
        unfold singletPart tripletPart
        module
  · apply overlap_symm_antisymm
    · rw [singletPart, transpose_add, transpose_transpose, add_comm]
    · rw [tripletPart, transpose_sub, transpose_transpose, neg_sub]

/-- Every eigenvalue of an exchange-symmetric Hamiltonian has an eigenvector that is either
symmetric or antisymmetric under exchange. -/
theorem exists_pure_eigenvector (L : Matrix n n ℂ →ₗ[ℂ] Matrix n n ℂ)
    (hL : ∀ C, L Cᵀ = (L C)ᵀ) {E : ℂ} {C : Matrix n n ℂ} (h0 : C ≠ 0) (h : L C = E • C) :
    ∃ D, D ≠ 0 ∧ L D = E • D ∧ (Dᵀ = D ∨ Dᵀ = -D) := by
  by_cases hS : singletPart C = 0
  · exact ⟨C, h0, h, Or.inr (eq_neg_of_add_eq_zero_right hS)⟩
  · refine ⟨singletPart C, hS, ?_, Or.inl ?_⟩
    · rw [singletPart, map_add, hL, h, transpose_smul, smul_add]
    · rw [singletPart, transpose_add, transpose_transpose, add_comm]

/-- If all solutions at energy `E` for an exchange-symmetric Hamiltonian are multiples of one
solution `C`, then `C` is symmetric or antisymmetric under exchange. -/
theorem nondegenerate_pure (L : Matrix n n ℂ →ₗ[ℂ] Matrix n n ℂ)
    (hL : ∀ C, L Cᵀ = (L C)ᵀ) {E : ℂ} {C : Matrix n n ℂ} (h : L C = E • C)
    (hE : ∀ D, L D = E • D → ∃ c : ℂ, D = c • C) : Cᵀ = C ∨ Cᵀ = -C := by
  obtain ⟨c, hc⟩ := hE Cᵀ (by rw [hL, h, transpose_smul])
  -- exchanging twice gives back the amplitude, so the factor squares to one
  have h2 : C = c • (c • C) := by
    calc C = (Cᵀ)ᵀ := (transpose_transpose C).symm
      _ = c • Cᵀ := by rw [hc, transpose_smul, hc]
      _ = c • (c • C) := by rw [hc]
  have h3 : (c * c - 1) • C = 0 := by
    rw [sub_smul, one_smul, mul_smul, ← h2, sub_self]
  rcases smul_eq_zero.mp h3 with h4 | h4
  · rcases mul_self_eq_one_iff.mp (sub_eq_zero.mp h4) with h5 | h5
    · left
      rw [hc, h5, one_smul]
    · right
      rw [hc, h5, neg_smul, one_smul]
  · left
    rw [h4, transpose_zero]

/-- The interaction coefficients of a repulsion `U` that is the same for all orbital pairs of a
two-site model. -/
def uniformRepulsion (U : ℂ) (p q r s : Fin 2) : ℂ := if p = r ∧ q = s then U else 0

/-- Two sites with hopping `t` and uniform repulsion `U`: the interaction is exchange-symmetric,
and the displayed amplitude solves the eigenvalue equation at energy `U` with nonzero singlet
and triplet combinations. -/
theorem separation_witness (t U : ℂ) :
    (∀ p q r s, uniformRepulsion U p q r s = uniformRepulsion U q p s r) ∧
    hamiltonian !![0, t; t, 0] (uniformRepulsion U) !![1, 1; -1, -1]
      = U • !![1, 1; -1, -1] ∧
    singletPart (!![1, 1; -1, -1] : Matrix (Fin 2) (Fin 2) ℂ) ≠ 0 ∧
    tripletPart (!![1, 1; -1, -1] : Matrix (Fin 2) (Fin 2) ℂ) ≠ 0 := by
  -- the hopping matrix is symmetric
  have hT : (!![0, t; t, 0] : Matrix (Fin 2) (Fin 2) ℂ)ᵀ = !![0, t; t, 0] := by
    ext i j
    fin_cases i <;> fin_cases j <;> rfl
  refine ⟨fun p q r s => by simp [uniformRepulsion, and_comm], ?_, fun h => ?_, fun h => ?_⟩
  · ext i j
    fin_cases i <;> fin_cases j <;>
      simp [hamiltonian, interaction, uniformRepulsion, hT, Fin.sum_univ_two]
  · have h1 := congrFun (congrFun h 0) 0
    norm_num [singletPart] at h1
  · have h1 := congrFun (congrFun h 0) 1
    norm_num [tripletPart] at h1

/-- When a one-body energy acts on the first electron only, an eigenvector can have a singlet
combination that is not an eigenvector for any energy. -/
theorem separation_fails_without_exchange_symmetry :
    (!![1, 0; 0, 0] * !![0, 1; 0, 0] : Matrix (Fin 2) (Fin 2) ℂ)
      = (1 : ℂ) • !![0, 1; 0, 0] ∧
    ∀ E : ℂ, !![1, 0; 0, 0] * singletPart !![0, 1; 0, 0]
      ≠ E • singletPart (!![0, 1; 0, 0] : Matrix (Fin 2) (Fin 2) ℂ) := by
  refine ⟨?_, fun E hE => ?_⟩
  · ext i j
    fin_cases i <;> fin_cases j <;> simp [Matrix.mul_apply, Fin.sum_univ_two]
  · -- two matrix entries demand different energies
    have h1 : (1 : ℂ) = E := by
      simpa [singletPart, Matrix.mul_apply, Fin.sum_univ_two] using congrFun (congrFun hE 0) 1
    have h2 : (0 : ℂ) = E := by
      simpa [singletPart, Matrix.mul_apply, Fin.sum_univ_two] using congrFun (congrFun hE 1) 0
    exact zero_ne_one (h2.trans h1.symm)

end

end SingletTripletSeparation
```

```lean
#print axioms SingletTripletSeparation.no_singlet_triplet_coupling
-- 'SingletTripletSeparation.no_singlet_triplet_coupling' depends on axioms: [propext, Classical.choice, Quot.sound]
#print axioms SingletTripletSeparation.singlet_triplet_separation
-- 'SingletTripletSeparation.singlet_triplet_separation' depends on axioms: [propext, Classical.choice, Quot.sound]
#print axioms SingletTripletSeparation.nondegenerate_pure
-- 'SingletTripletSeparation.nondegenerate_pure' depends on axioms: [propext, Classical.choice, Quot.sound]
#print axioms SingletTripletSeparation.separation_fails_without_exchange_symmetry
-- 'SingletTripletSeparation.separation_fails_without_exchange_symmetry' depends on axioms: [propext, Classical.choice, Quot.sound]
```

## The equation for \(C\) and the equations for its two combinations

Call the up electron 1 and the down electron 2. Exchanging their orbitals turns \(C\) into its transpose \(C^T\). Define

\[
C_+ = C + C^T, \qquad C_- = C - C^T .
\]

These are `singletPart C` and `tripletPart C`. The symmetric spatial function \(C_+\) belongs with the antisymmetric singlet spin function, and \(C_-\) with a triplet spin function. The spin functions themselves do not appear in the code.

The theorem `singlet_triplet_separation` takes a complex-linear map \(L\) on matrices and the hypothesis `hL`, which says \(L(C^T) = (L(C))^T\) for every \(C\). This expresses that the Hamiltonian commutes with exchange of the orbitals of the up and the down electron, the spins staying in place; the indistinguishability of electrons alone does not imply it. The conclusion is

\[
L(C) = E\,C \iff L(C_+) = E\,C_+ \ \text{ and } \ L(C_-) = E\,C_-,
\]

together with \(\operatorname{tr}(C_+^\dagger C_-) = 0\). The trace expression is `overlap`, which is the usual inner product of two-electron states when the orbitals are orthonormal.

One of the combinations may be zero, in which case its equation holds trivially; with a single orbital, \(C_-\) always vanishes. The map \(L\) need not be Hermitian, and \(E\) may be complex.

For two electrons in a finite orbital basis, the result allows exact diagonalisation to be done separately in the symmetric and antisymmetric spaces, of dimensions \(n(n+1)/2\) and \(n(n-1)/2\) for \(n\) orbitals.

## A spin-free Hamiltonian commutes with transposition

The concrete operator `hamiltonian h g` is

\[
H(C) = hC + Ch^T + I(C), \qquad I(C)_{pq} = \sum_{r,s} g_{pqrs}\,C_{rs}.
\]

The first term applies the one-body operator \(h\) to electron 1, the second applies it to electron 2, and \(g_{pqrs}\) is the interaction element \(\langle pq|v|rs\rangle\), the orbitals being orthonormal. Relabelling the electrons leaves the interaction unchanged when \(g_{pqrs} = g_{qpsr}\), which is the hypothesis `hg`.

The theorem `hamiltonian_transpose` derives `hL` for this operator. Transposition swaps the one-body terms, since \((hC)^T = C^Th^T\) and \((Ch^T)^T = hC^T\). For the interaction, rename the summed indices and then use the symmetry of \(g\):

\[
I(C^T)_{pq} = \sum_{r,s} g_{pqrs}C_{sr} = \sum_{r,s} g_{pqsr}C_{rs} = \sum_{r,s} g_{qprs}C_{rs} = I(C)_{qp}.
\]

In Lean, `Finset.sum_comm` exchanges the sums and `hg` rewrites each coefficient.

## Transpose, add and subtract

Suppose \(L(C) = E\,C\). Then

\[
L(C^T) = (L(C))^T = (E\,C)^T = E\,C^T,
\]

so \(C^T\) is a solution at the same energy; this is `hT` in the proof. By linearity,

\[
L(C_\pm) = L(C) \pm L(C^T) = E\,C \pm E\,C^T = E\,C_\pm .
\]

For the converse, \(C = \tfrac12(C_+ + C_-)\), so

\[
L(C) = \tfrac12\left(E\,C_+ + E\,C_-\right) = E\,C .
\]

The `calc` block follows this line, and `module` checks the linear algebra of the recombination.

Orthogonality comes from `overlap_symm_antisymm`. Let \(S^T = S\) and \(A^T = -A\). Then \(S^\dagger\) is also symmetric, and a trace is unchanged by transposition and by cyclic reordering:

\[
\operatorname{tr}(S^\dagger A) = \operatorname{tr}\big((S^\dagger A)^T\big) = \operatorname{tr}(-A S^\dagger) = -\operatorname{tr}(S^\dagger A).
\]

A number equal to its own negative is zero; `linear_combination` draws that conclusion from `key`. Taking \(S = C_+\) and \(A = C_-\) completes the theorem.

The same lemma gives `no_singlet_triplet_coupling`. Since \((L(A))^T = L(A^T) = -L(A)\), the matrix \(L(A)\) is antisymmetric, and therefore \(\operatorname{tr}(S^\dagger L(A)) = 0\).

## Eigenvectors of definite symmetry

By `exists_pure_eigenvector`, every eigenvalue has a nonzero eigenvector that is symmetric or antisymmetric. Start from any eigenvector \(C\). If \(C_+ \neq 0\), take \(C_+\). If \(C_+ = 0\), then \(C^T = -C\) and \(C\) itself serves. The proof makes the same case distinction.

If every solution at energy \(E\) is a multiple of \(C\), then `nondegenerate_pure` shows that \(C\) has definite symmetry. The transpose is a solution, so \(C^T = cC\). Transposing again gives \(C = c^2C\), hence \(c = \pm1\) unless \(C = 0\), and the zero matrix is symmetric. An eigenvector with both parts nonzero therefore requires a degeneracy.

## Two sites with numbers

Take hopping \(t = -1\) and a repulsion \(U = 4\) that is the same for every pair of sites, including different ones. This is a constant energy shift, unlike an on-site Hubbard repulsion. With

\[
h = \begin{pmatrix}0&-1\\-1&0\end{pmatrix}, \qquad C = \begin{pmatrix}1&1\\-1&-1\end{pmatrix},
\]

the one-body terms cancel:

\[
hC = \begin{pmatrix}1&1\\-1&-1\end{pmatrix}, \qquad Ch^T = \begin{pmatrix}-1&-1\\1&1\end{pmatrix}.
\]

Only the repulsion remains, so \(H(C) = 4C\). The two combinations are

\[
C_+ = \begin{pmatrix}2&0\\0&-2\end{pmatrix}, \qquad C_- = \begin{pmatrix}0&2\\-2&0\end{pmatrix}.
\]

Both have energy 4, and \(C_+^\dagger C_-\) has zero diagonal, so their overlap vanishes. Each has norm \(2\sqrt2\); the normalised states are \(C_\pm/(2\sqrt2)\). The theorem `separation_witness` establishes the eigenvalue equation and the two nonzero combinations for arbitrary \(t\) and \(U\), entry by entry.

## An energy felt by one electron only

Let the Hamiltonian be multiplication by \(h = \mathrm{diag}(1,0)\) from the left, an orbital energy for the up electron alone. Such a term depends on spin and violates `hL`. The amplitude

\[
C = \begin{pmatrix}0&1\\0&0\end{pmatrix}
\]

satisfies \(hC = C\), but

\[
hC_+ = \begin{pmatrix}0&1\\0&0\end{pmatrix}, \qquad C_+ = \begin{pmatrix}0&1\\1&0\end{pmatrix}.
\]

If \(hC_+ = E\,C_+\), the upper right entry demands \(E = 1\) and the lower left entry \(E = 0\). The theorem `separation_fails_without_exchange_symmetry` reads off these two entries to reach the contradiction.
